# First-order mixing between degenerate states split at first order

To compute the first-order change of an expectation value in a state from a degenerate level, one diagonalises the perturbation $V$ within the level and then builds the first-order state $\psi_1$. That state can also have components along the other eigenvectors in the level, which the first-order equation leaves open. If the state starts from the eigenvector $a$ with first-order energy $x$, the second-order equation fixes its component along each eigenvector $b$ whose first-order energy $y$ differs from $x$.

The states live in a complex inner-product space `X` of any dimension, with the inner product linear in its second slot.

In Lean 4 with Mathlib:

```lean
import Mathlib

open scoped InnerProductSpace

namespace DegeneratePerturbation

noncomputable section

variable {X : Type*} [NormedAddCommGroup X] [InnerProductSpace ℂ X]
```

Let $H_0$ be the unperturbed Hamiltonian, $E_0$ the real energy of the level and $P$ the orthogonal projector onto $\ker(H_0-E_0)$. The reduced resolvent $R$ satisfies $(E_0-H_0)Rv=v-Pv$ and $PRv=0$. All operators are defined on the whole of `X`, and the existence of $P$ and $R$ is assumed until the finite-basis construction below.

```lean
/-- `P` is the orthogonal projector onto `ker (H₀ - E₀)` and `R` is the reduced resolvent:
`R v` solves `(E₀ - H₀) w = (1 - P) v` and has no component in the degenerate level. -/
structure IsReducedResolvent (H₀ : X →ₗ[ℂ] X) (E₀ : ℝ) (P R : X →ₗ[ℂ] X) : Prop where
  proj_symm : P.IsSymmetric
  proj_mem : ∀ v, H₀ (P v) = (E₀ : ℂ) • P v
  proj_fix : ∀ v, H₀ v = (E₀ : ℂ) • v → P v = v
  res_solves : ∀ v, (E₀ : ℂ) • R v - H₀ (R v) = v - P v
  proj_res : ∀ v, P (R v) = 0
```

A solution obeys the equations for $H_0+gV$ at orders $g^0,g^1,g^2$. No normalisation is imposed, and convergence of the series is not addressed.

```lean
/-- The Rayleigh-Schroedinger equations of orders zero, one and two for `H₀ + g V`, with
energy `E₀ + g E₁ + g² E₂` and state `ψ₀ + g ψ₁ + g² ψ₂`. -/
structure SolvesToSecondOrder (H₀ V : X →ₗ[ℂ] X) (E₀ : ℝ) (E₁ E₂ : ℂ) (ψ₀ ψ₁ ψ₂ : X) :
    Prop where
  order0 : H₀ ψ₀ = (E₀ : ℂ) • ψ₀
  order1 : H₀ ψ₁ + V ψ₀ = (E₀ : ℂ) • ψ₁ + E₁ • ψ₀
  order2 : H₀ ψ₂ + V ψ₁ = (E₀ : ℂ) • ψ₂ + E₁ • ψ₁ + E₂ • ψ₀
```

For Hermitian $H_0$ (`IsSymmetric`), $\langle w,P(E_0-H_0)v\rangle=\langle(E_0-H_0)Pw,v\rangle=0$ for every $w$, so $P(E_0-H_0)=0$.

```lean
variable {H₀ V P R : X →ₗ[ℂ] X} {E₀ : ℝ} {E₁ E₂ : ℂ} {ψ₀ ψ₁ ψ₂ : X}

/-- For Hermitian `H₀` the projector onto the level annihilates the range of `E₀ - H₀`. -/
theorem proj_range (hH : H₀.IsSymmetric) (h : IsReducedResolvent H₀ E₀ P R) (v : X) :
    P ((E₀ : ℂ) • v - H₀ v) = 0 := by
  apply ext_inner_left ℂ
  intro w
  rw [← h.proj_symm w ((E₀ : ℂ) • v - H₀ v), inner_sub_right, ← hH (P w) v, h.proj_mem,
    inner_smul_left, inner_smul_right, Complex.conj_ofReal, sub_self, inner_zero_right]
```

Order one reads $(E_0-H_0)\psi_1=V\psi_0-E_1\psi_0$. Applying $P$, with $P\psi_0=\psi_0$, gives $PVP\psi_0=E_1\psi_0$.

```lean
/-- The projected first-order equation: `P V P ψ₀ = E₁ ψ₀`. -/
theorem secular_first_order (hH : H₀.IsSymmetric) (h : IsReducedResolvent H₀ E₀ P R)
    (s : SolvesToSecondOrder H₀ V E₀ E₁ E₂ ψ₀ ψ₁ ψ₂) :
    P (V (P ψ₀)) = E₁ • ψ₀ := by
  have h0 : P ψ₀ = ψ₀ := h.proj_fix _ s.order0
  have h1 : (E₀ : ℂ) • ψ₁ - H₀ ψ₁ = V ψ₀ - E₁ • ψ₀ := by
    linear_combination (norm := module) s.order1.symm
  have h2 := proj_range hH h ψ₁
  rw [h1, map_sub, map_smul, h0] at h2
  rw [h0]
  exact sub_eq_zero.mp h2
```

Hence $(E_0-H_0)RV\psi_0=V\psi_0-E_1\psi_0$ as well. The difference $\psi_1-RV\psi_0$ therefore lies in the level, where $P$ fixes it. Since $PR=0$, $\psi_1=P\psi_1+RV\psi_0$.

```lean
/-- The first-order state is its component inside the level plus `R V ψ₀`. -/
theorem first_order_state (hH : H₀.IsSymmetric) (h : IsReducedResolvent H₀ E₀ P R)
    (s : SolvesToSecondOrder H₀ V E₀ E₁ E₂ ψ₀ ψ₁ ψ₂) :
    ψ₁ = P ψ₁ + R (V ψ₀) := by
  have h0 : P ψ₀ = ψ₀ := h.proj_fix _ s.order0
  have h1 := secular_first_order hH h s
  rw [h0] at h1
  -- the difference `ψ₁ - R V ψ₀` lies in the degenerate level
  have hk : H₀ (ψ₁ - R (V ψ₀)) = (E₀ : ℂ) • (ψ₁ - R (V ψ₀)) := by
    have hr := h.res_solves (V ψ₀)
    rw [h1] at hr
    rw [map_sub]
    linear_combination (norm := module) s.order1 + hr
  have hp := h.proj_fix _ hk
  rw [map_sub, h.proj_res, sub_zero] at hp
  linear_combination (norm := module) hp.symm
```

Projecting order two gives $PV\psi_1=E_1P\psi_1+E_2\psi_0$. Inserting the split of $\psi_1$ yields
$$E_1P\psi_1-PVP\psi_1+E_2\psi_0=PVRV\psi_0.$$
`linear_combination` does this rearrangement.

```lean
/-- The projected second-order equation: `(E₁ - P V P) P ψ₁ + E₂ ψ₀ = P V R V ψ₀`. -/
theorem secular_second_order (hH : H₀.IsSymmetric) (h : IsReducedResolvent H₀ E₀ P R)
    (s : SolvesToSecondOrder H₀ V E₀ E₁ E₂ ψ₀ ψ₁ ψ₂) :
    E₁ • P ψ₁ - P (V (P ψ₁)) + E₂ • ψ₀ = P (V (R (V ψ₀))) := by
  have h0 : P ψ₀ = ψ₀ := h.proj_fix _ s.order0
  have h2 : (E₀ : ℂ) • ψ₂ - H₀ ψ₂ = V ψ₁ - E₁ • ψ₁ - E₂ • ψ₀ := by
    linear_combination (norm := module) s.order2.symm
  have h3 := proj_range hH h ψ₂
  rw [h2] at h3
  simp only [map_sub, map_smul, h0] at h3
  -- split `ψ₁` into its parts inside and outside the level
  have h4 : P (V ψ₁) = P (V (P ψ₁)) + P (V (R (V ψ₀))) := by
    have h5 := congrArg (fun v => P (V v)) (first_order_state hH h s)
    simpa only [map_add] using h5
  linear_combination (norm := module) h4 - h3
```

Pair this with a vector $b=Pb$ in the level that obeys $PVPb=yb$ with $y$ real. For Hermitian $V$ the operator $PVP$ is Hermitian, which gives $\langle b,PVP\psi_1\rangle=\langle PVPb,\psi_1\rangle=y\langle b,\psi_1\rangle$, so
$$(E_1-y)\langle b,\psi_1\rangle+E_2\langle b,\psi_0\rangle=\langle b,VRV\psi_0\rangle.$$

```lean
/-- For `b` in the level with `P V P b = y b`, `y` real, one has
`(E₁ - y) ⟨b,ψ₁⟩ + E₂ ⟨b,ψ₀⟩ = ⟨b, V R V ψ₀⟩`. -/
theorem overlap_identity (hH : H₀.IsSymmetric) (hV : V.IsSymmetric)
    (h : IsReducedResolvent H₀ E₀ P R) (s : SolvesToSecondOrder H₀ V E₀ E₁ E₂ ψ₀ ψ₁ ψ₂)
    {b : X} {y : ℝ} (hb : H₀ b = (E₀ : ℂ) • b) (hy : P (V (P b)) = (y : ℂ) • b) :
    (E₁ - y) * ⟪b, ψ₁⟫_ℂ + E₂ * ⟪b, ψ₀⟫_ℂ = ⟪b, V (R (V ψ₀))⟫_ℂ := by
  have hb' : P b = b := h.proj_fix _ hb
  have hP : ∀ v, ⟪b, P v⟫_ℂ = ⟪b, v⟫_ℂ := fun v => by
    rw [← h.proj_symm b v, hb']
  -- move `P V P` onto the bra
  have hy' : ⟪b, P (V (P ψ₁))⟫_ℂ = y * ⟪b, ψ₁⟫_ℂ := by
    rw [← h.proj_symm b (V (P ψ₁)), ← hV (P b) (P ψ₁), ← h.proj_symm (V (P b)) ψ₁, hy,
      inner_smul_left, Complex.conj_ofReal]
  have h4 := congrArg (fun v => ⟪b, v⟫_ℂ) (secular_second_order hH h s)
  simp only [inner_add_right, inner_sub_right, inner_smul_right] at h4
  rw [hy', hP ψ₁, hP (V (R (V ψ₀)))] at h4
  linear_combination h4
```

Now set $\psi_0=a\neq0$. From $E_1a=PVPa=xa$ follows $E_1=x$. Choosing $b=a$, $y=x$ removes the first term and leaves $E_2\langle a,a\rangle=\langle a,VRVa\rangle$.

```lean
/-- For a solution starting from `a ≠ 0` with `P V P a = x a`, `x` real, the energies obey
`E₁ = x` and `E₂ ⟨a,a⟩ = ⟨a, V R V a⟩`. -/
theorem energy_corrections (hH : H₀.IsSymmetric) (hV : V.IsSymmetric)
    (h : IsReducedResolvent H₀ E₀ P R) {a : X} {x : ℝ}
    (s : SolvesToSecondOrder H₀ V E₀ E₁ E₂ a ψ₁ ψ₂) (ha : a ≠ 0)
    (hx : P (V (P a)) = (x : ℂ) • a) :
    E₁ = x ∧ E₂ * ⟪a, a⟫_ℂ = ⟪a, V (R (V a))⟫_ℂ := by
  have h1 : E₁ • a = (x : ℂ) • a := (secular_first_order hH h s).symm.trans hx
  have h2 : (E₁ - x) • a = 0 := by rw [sub_smul, h1, sub_self]
  have hE : E₁ = x := sub_eq_zero.mp ((smul_eq_zero.mp h2).resolve_right ha)
  have key := overlap_identity hH hV h s s.order0 hx
  rw [hE] at key
  exact ⟨hE, by linear_combination key⟩
```

For $x\neq y$, $x\langle b,a\rangle=\langle b,PVPa\rangle=y\langle b,a\rangle$ forces $\langle b,a\rangle=0$. The $E_2$ term vanishes, and division gives
$$\langle b,\psi_1\rangle=\frac{\langle b,VRVa\rangle}{x-y}.$$
For unit $b$ this is the component of $\psi_1$ along $b$.

```lean
/-- Let `a ≠ 0` and `b` lie in the level with `P V P a = x a`, `P V P b = y b` and real
`x ≠ y`. Every solution through second order starting from `a` has
`⟨b,ψ₁⟩ = ⟨b, V R V a⟩ / (x - y)`. -/
theorem first_order_overlap_in_level (hH : H₀.IsSymmetric) (hV : V.IsSymmetric)
    (h : IsReducedResolvent H₀ E₀ P R) {a b : X} {x y : ℝ}
    (s : SolvesToSecondOrder H₀ V E₀ E₁ E₂ a ψ₁ ψ₂) (ha : a ≠ 0)
    (hx : P (V (P a)) = (x : ℂ) • a) (hb : H₀ b = (E₀ : ℂ) • b)
    (hy : P (V (P b)) = (y : ℂ) • b) (hxy : x ≠ y) :
    ⟪b, ψ₁⟫_ℂ = ⟪b, V (R (V a))⟫_ℂ / ((x : ℂ) - y) := by
  have hne : (x : ℂ) - y ≠ 0 := sub_ne_zero.mpr fun hh => hxy (Complex.ofReal_inj.mp hh)
  have hE : E₁ = x := (energy_corrections hH hV h s ha hx).1
  -- distinct eigenvalues of the Hermitian operator `P V P` force `⟨b,a⟩ = 0`
  have h1 : ⟪b, P (V (P a))⟫_ℂ = y * ⟪b, a⟫_ℂ := by
    rw [← h.proj_symm b (V (P a)), ← hV (P b) (P a), ← h.proj_symm (V (P b)) a, hy,
      inner_smul_left, Complex.conj_ofReal]
  rw [hx, inner_smul_right] at h1
  have horth : ⟪b, a⟫_ℂ = 0 := by
    apply mul_left_cancel₀ hne
    linear_combination h1
  have key := overlap_identity hH hV h s hb hy
  rw [hE, horth] at key
  rw [eq_div_iff hne]
  linear_combination key
```

Two cases by hand show the limits of the formula. If the level is the whole space, then $R=0$ and the overlap vanishes. If $x=y$ is allowed, take $H_0=V=0$ on $\mathbb C^2$ with $E_0=0$ and $a,b$ the basis vectors: $\psi_1=cb$, $\psi_2=0$, $E_1=E_2=0$ is a solution for every $c$, so the overlap is undetermined.

Conversely, let $\varphi$ in the level satisfy the projected second-order equation in place of $P\psi_1$. Then $\psi_1=\varphi+RVa$ solves order one. The source $u=(V-x)\psi_1-E_2a$ has $Pu=0$, so $\psi_2=Ru$ solves order two.

```lean
/-- Conversely, if `a` and `φ` lie in the level, `P V P a = x a` and
`x φ - P V φ + E₂ a = P V R V a`, then `ψ₁ = φ + R V a` and `ψ₂ = R ((V - x) ψ₁ - E₂ a)`
solve the equations through second order with `E₁ = x`. -/
theorem solution_of_secular (h : IsReducedResolvent H₀ E₀ P R) {a φ : X} {x : ℂ}
    (ha : H₀ a = (E₀ : ℂ) • a) (hx : P (V (P a)) = x • a) (hφ : H₀ φ = (E₀ : ℂ) • φ)
    (hsec : x • φ - P (V φ) + E₂ • a = P (V (R (V a)))) :
    SolvesToSecondOrder H₀ V E₀ x E₂ a (φ + R (V a))
      (R (V (φ + R (V a)) - x • (φ + R (V a)) - E₂ • a)) := by
  have h0 : P a = a := h.proj_fix _ ha
  have hφ' : P φ = φ := h.proj_fix _ hφ
  rw [h0] at hx
  refine ⟨ha, ?_, ?_⟩
  · have hr := h.res_solves (V a)
    rw [hx] at hr
    rw [map_add]
    linear_combination (norm := module) hφ - hr
  · -- the second-order source has no component in the level
    have hu : P (V (φ + R (V a)) - x • (φ + R (V a)) - E₂ • a) = 0 := by
      simp only [map_sub, map_add, map_smul, hφ', h0, h.proj_res]
      linear_combination (norm := module) hsec.symm
    have hr := h.res_solves (V (φ + R (V a)) - x • (φ + R (V a)) - E₂ • a)
    rw [hu] at hr
    linear_combination (norm := module) hr.symm
```

In a finite orthonormal eigenbasis $e_i$ with energies $\varepsilon_i$, every operator needed except $V$ has the form $\sum_i f_i|e_i\rangle\langle e_i|$.

```lean
variable {ι : Type*} [Fintype ι]

/-- The operator `∑ i, f i |e i⟩⟨e i|`, diagonal in the orthonormal basis `e` with real
weights `f`. -/
def diagOp (e : OrthonormalBasis ι ℂ X) (f : ι → ℝ) : X →ₗ[ℂ] X where
  toFun v := ∑ i, ((f i : ℂ) * ⟪e i, v⟫_ℂ) • e i
  map_add' u v := by
    simp only [inner_add_right, mul_add, add_smul, Finset.sum_add_distrib]
  map_smul' c v := by
    simp only [inner_smul_right, RingHom.id_apply, Finset.smul_sum, smul_smul]
    refine Finset.sum_congr rfl fun i _ => ?_
    rw [mul_left_comm]
```

$P$ has weight 1 on the level and 0 elsewhere.

```lean
/-- The sum of `|e i⟩⟨e i|` over the basis states with energy `ε i = E₀`. -/
def levelProj (e : OrthonormalBasis ι ℂ X) (ε : ι → ℝ) (E₀ : ℝ) : X →ₗ[ℂ] X :=
  diagOp e fun i => if ε i = E₀ then 1 else 0
```

$R$ has weight 0 on the level and $1/(E_0-\varepsilon_i)$ elsewhere.

```lean
/-- The sum of `|e i⟩⟨e i| / (E₀ - ε i)` over the basis states with energy `ε i ≠ E₀`. -/
def resolventSum (e : OrthonormalBasis ι ℂ X) (ε : ι → ℝ) (E₀ : ℝ) : X →ₗ[ℂ] X :=
  diagOp e fun i => if ε i = E₀ then 0 else 1 / (E₀ - ε i)
```

Each operator multiplies components by its weights.

```lean
/-- A diagonal operator multiplies the `i`-th component of a state by `f i`. -/
theorem inner_diagOp (e : OrthonormalBasis ι ℂ X) (f : ι → ℝ) (v : X) (i : ι) :
    ⟪e i, diagOp e f v⟫_ℂ = f i * ⟪e i, v⟫_ℂ :=
  e.orthonormal.inner_right_fintype (fun j => (f j : ℂ) * ⟪e j, v⟫_ℂ) i
```

Real weights make each such operator Hermitian. The other conditions on $P$ and $R$ are checked component by component, separating $\varepsilon_i=E_0$ from $\varepsilon_i\neq E_0$.

```lean
/-- A Hamiltonian diagonal in an orthonormal basis with real energies is Hermitian, and the
two spectral sums are its level projector and reduced resolvent at `E₀`. -/
theorem diagOp_reducedResolvent (e : OrthonormalBasis ι ℂ X) (ε : ι → ℝ) (E₀ : ℝ) :
    (diagOp e ε).IsSymmetric ∧
      IsReducedResolvent (diagOp e ε) E₀ (levelProj e ε E₀) (resolventSum e ε E₀) := by
  -- states are fixed by their components
  have hext : ∀ u w : X, (∀ i, ⟪e i, u⟫_ℂ = ⟪e i, w⟫_ℂ) → u = w := by
    intro u w huw
    calc u = ∑ i, ⟪e i, u⟫_ℂ • e i := (e.sum_repr' u).symm
      _ = ∑ i, ⟪e i, w⟫_ℂ • e i := by simp only [huw]
      _ = w := e.sum_repr' w
  have hsymm : ∀ f : ι → ℝ, (diagOp e f).IsSymmetric := by
    intro f u w
    change ⟪∑ i, ((f i : ℂ) * ⟪e i, u⟫_ℂ) • e i, w⟫_ℂ
      = ⟪u, ∑ i, ((f i : ℂ) * ⟪e i, w⟫_ℂ) • e i⟫_ℂ
    simp only [sum_inner, inner_sum, inner_smul_left, inner_smul_right, map_mul,
      Complex.conj_ofReal, inner_conj_symm]
    refine Finset.sum_congr rfl fun i _ => ?_
    ring
  refine ⟨hsymm ε, ⟨hsymm _, ?_, ?_, ?_, ?_⟩⟩
  · intro v
    apply hext
    intro i
    simp only [levelProj, inner_diagOp, inner_smul_right]
    by_cases hi : ε i = E₀ <;> simp [hi]
  · intro v hv
    apply hext
    intro i
    have hc : ⟪e i, diagOp e ε v⟫_ℂ = ⟪e i, (E₀ : ℂ) • v⟫_ℂ := by rw [hv]
    rw [inner_diagOp, inner_smul_right] at hc
    simp only [levelProj, inner_diagOp]
    by_cases hi : ε i = E₀
    · simp [hi]
    · have hne : (ε i : ℂ) - E₀ ≠ 0 :=
        sub_ne_zero.mpr fun hh => hi (Complex.ofReal_inj.mp hh)
      have hp : ⟪e i, v⟫_ℂ = 0 := by
        apply mul_left_cancel₀ hne
        linear_combination hc
      rw [hp, mul_zero]
  · intro v
    apply hext
    intro i
    simp only [levelProj, resolventSum, inner_sub_right, inner_smul_right, inner_diagOp]
    by_cases hi : ε i = E₀
    · simp [hi]
    · have hne : (E₀ : ℂ) - ε i ≠ 0 :=
        sub_ne_zero.mpr fun hh => hi (Complex.ofReal_inj.mp hh).symm
      have hc : ((E₀ : ℂ) - ε i) * (1 / ((E₀ : ℂ) - ε i)) = 1 := mul_one_div_cancel hne
      simp only [if_neg hi]
      push_cast
      linear_combination ⟪e i, v⟫_ℂ * hc
  · intro v
    apply hext
    intro i
    simp only [levelProj, resolventSum, inner_diagOp, inner_zero_right]
    by_cases hi : ε i = E₀ <;> simp [hi]
```

Inserting the sum for $R$ gives
$$\langle b,\psi_1\rangle=\frac1{x-y}\sum_{\varepsilon_i\neq E_0}\frac{\langle b,Ve_i\rangle\langle e_i,Va\rangle}{E_0-\varepsilon_i}.$$
For unit $a$ and $b$ this is the first-order mixing of two degenerate states through states outside their level, when the Hamiltonian is exactly $H_0+gV$. A further term $g^2W$, such as the second-order change of a self-consistent potential, would add $\langle b,Wa\rangle/(x-y)$.

```lean
/-- Sum-over-states form of `first_order_overlap_in_level`, under the same hypotheses on `a`, `b`,
`x`, `y`, for a diagonal `H₀`: `⟨b,ψ₁⟩` is the sum of `⟨b,V e i⟩⟨e i,V a⟩ / (E₀ - ε i)` over states
outside the level, divided by `x - y`. -/
theorem first_order_overlap_sum_over_states (e : OrthonormalBasis ι ℂ X) (ε : ι → ℝ)
    (hV : V.IsSymmetric) {a b : X} {x y : ℝ}
    (s : SolvesToSecondOrder (diagOp e ε) V E₀ E₁ E₂ a ψ₁ ψ₂) (ha : a ≠ 0)
    (hx : levelProj e ε E₀ (V (levelProj e ε E₀ a)) = (x : ℂ) • a)
    (hb : diagOp e ε b = (E₀ : ℂ) • b)
    (hy : levelProj e ε E₀ (V (levelProj e ε E₀ b)) = (y : ℂ) • b) (hxy : x ≠ y) :
    ⟪b, ψ₁⟫_ℂ = (∑ i ∈ Finset.univ.filter (fun i => ε i ≠ E₀),
      ⟪b, V (e i)⟫_ℂ * ⟪e i, V a⟫_ℂ / ((E₀ : ℂ) - ε i)) / ((x : ℂ) - y) := by
  have hd := diagOp_reducedResolvent e ε E₀
  have happ : ∀ (f : ι → ℝ) (v : X),
      diagOp e f v = ∑ i, ((f i : ℂ) * ⟪e i, v⟫_ℂ) • e i := fun _ _ => rfl
  have hsum : ⟪b, V (resolventSum e ε E₀ (V a))⟫_ℂ
      = ∑ i ∈ Finset.univ.filter (fun i => ε i ≠ E₀),
        ⟪b, V (e i)⟫_ℂ * ⟪e i, V a⟫_ℂ / ((E₀ : ℂ) - ε i) := by
    simp only [resolventSum, happ, map_sum, inner_sum, map_smul, inner_smul_right,
      Finset.sum_filter]
    refine Finset.sum_congr rfl fun i _ => ?_
    by_cases hi : ε i = E₀
    · simp [hi]
    · have hi' : ε i ≠ E₀ := hi
      rw [if_neg hi, if_pos hi']
      push_cast
      ring
  rw [← hsum]
  exact first_order_overlap_in_level hd.1 hV hd.2 s ha hx hb hy hxy
```

A three-state example uses the standard basis of $\mathbb C^3$, numbered from 0.

```lean
/-- The standard orthonormal basis of `ℂ³`. -/
def e₃ : OrthonormalBasis (Fin 3) ℂ (EuclideanSpace ℂ (Fin 3)) :=
  EuclideanSpace.basisFun (Fin 3) ℂ
```

Its unperturbed energies are $0,0,1$.

```lean
/-- Unperturbed energies `0, 0, 1` of a three-state model. -/
def modelLevels : Fin 3 → ℝ := fun i => if i = 2 then 1 else 0
```

The perturbation couples both degenerate states to $e_2$, but not to each other.

```lean
/-- The perturbation with matrix rows `(2,0,1)`, `(0,1,1)`, `(1,1,0)` in the basis `e`. -/
def modelV (e : OrthonormalBasis (Fin 3) ℂ X) : X →ₗ[ℂ] X where
  toFun v := (2 * ⟪e 0, v⟫_ℂ + ⟪e 2, v⟫_ℂ) • e 0 + (⟪e 1, v⟫_ℂ + ⟪e 2, v⟫_ℂ) • e 1
    + (⟪e 0, v⟫_ℂ + ⟪e 1, v⟫_ℂ) • e 2
  map_add' u v := by
    simp only [inner_add_right]
    module
  map_smul' c v := by
    simp only [inner_smul_right, RingHom.id_apply]
    module
```

Here $a=e_0$, $b=e_1$, $x=2$, $y=1$. Since $Ve_0=2e_0+e_2$ and $Re_2=-e_2$, we get $VRVe_0=-e_0-e_1$ and an overlap of $-1/(2-1)=-1$. The theorem verifies the hypotheses and an explicit solution with this overlap.

```lean
/-- The three-state model meets the hypotheses of `first_order_overlap_in_level` with `a = e₃ 0`, `b
= e₃ 1`, `x = 2`, `y = 1`, `ψ₁ = -e₃ 1 - e₃ 2`, `ψ₂ = -e₃ 2`, and `⟨b,ψ₁⟩ = -1`. -/
theorem first_order_overlap_witness :
    (diagOp e₃ modelLevels).IsSymmetric ∧ (modelV e₃).IsSymmetric ∧
    IsReducedResolvent (diagOp e₃ modelLevels) 0 (levelProj e₃ modelLevels 0)
      (resolventSum e₃ modelLevels 0) ∧
    e₃ 0 ≠ 0 ∧
    levelProj e₃ modelLevels 0 (modelV e₃ (levelProj e₃ modelLevels 0 (e₃ 0)))
      = (2 : ℂ) • e₃ 0 ∧
    diagOp e₃ modelLevels (e₃ 1) = 0 ∧
    levelProj e₃ modelLevels 0 (modelV e₃ (levelProj e₃ modelLevels 0 (e₃ 1)))
      = (1 : ℂ) • e₃ 1 ∧
    SolvesToSecondOrder (diagOp e₃ modelLevels) (modelV e₃) 0 2 (-1)
      (e₃ 0) (-e₃ 1 - e₃ 2) (-e₃ 2) ∧
    ⟪e₃ 1, -e₃ 1 - e₃ 2⟫_ℂ = -1 := by
  have hR := diagOp_reducedResolvent e₃ modelLevels 0
  have hon : ∀ i j, ⟪e₃ i, e₃ j⟫_ℂ = if i = j then 1 else 0 :=
    orthonormal_iff_ite.mp e₃.orthonormal
  have hd : ∀ i, ⟪e₃ i, e₃ i⟫_ℂ = 1 := fun i => by rw [hon, if_pos rfl]
  have ho : ∀ i j, i ≠ j → ⟪e₃ i, e₃ j⟫_ℂ = 0 := fun i j hij => by rw [hon, if_neg hij]
  have happ : ∀ (f : Fin 3 → ℝ) (v : EuclideanSpace ℂ (Fin 3)),
      diagOp e₃ f v = ∑ i, ((f i : ℂ) * ⟪e₃ i, v⟫_ℂ) • e₃ i := fun _ _ => rfl
  have hD : ∀ (f : Fin 3 → ℝ) (j : Fin 3), diagOp e₃ f (e₃ j) = (f j : ℂ) • e₃ j := by
    intro f j
    simp only [happ, hon, mul_ite, mul_one, mul_zero, ite_smul, zero_smul,
      Finset.sum_ite_eq', Finset.mem_univ, if_true]
  have hVapp : ∀ v : EuclideanSpace ℂ (Fin 3), modelV e₃ v
      = (2 * ⟪e₃ 0, v⟫_ℂ + ⟪e₃ 2, v⟫_ℂ) • e₃ 0 + (⟪e₃ 1, v⟫_ℂ + ⟪e₃ 2, v⟫_ℂ) • e₃ 1
        + (⟪e₃ 0, v⟫_ℂ + ⟪e₃ 1, v⟫_ℂ) • e₃ 2 := fun _ => rfl
  have l0 : modelLevels 0 = 0 := by simp [modelLevels]
  have l1 : modelLevels 1 = 0 := by simp [modelLevels]
  have l2 : modelLevels 2 = 1 := by simp [modelLevels]
  -- action of the operators on the basis states
  have k0 : diagOp e₃ modelLevels (e₃ 0) = ((0 : ℝ) : ℂ) • e₃ 0 := by rw [hD, l0]
  have k1 : diagOp e₃ modelLevels (e₃ 1) = ((0 : ℝ) : ℂ) • e₃ 1 := by rw [hD, l1]
  have hH1 : diagOp e₃ modelLevels (e₃ 1) = 0 := by
    rw [k1, Complex.ofReal_zero, zero_smul]
  have hH2 : diagOp e₃ modelLevels (e₃ 2) = e₃ 2 := by
    rw [hD, l2, Complex.ofReal_one, one_smul]
  have hP0 := hR.2.proj_fix _ k0
  have hP1 := hR.2.proj_fix _ k1
  have hne : ¬ modelLevels 2 = 0 := by
    rw [l2]
    exact one_ne_zero
  have hP2 : levelProj e₃ modelLevels 0 (e₃ 2) = 0 := by
    simp only [levelProj, hD, if_neg hne, Complex.ofReal_zero, zero_smul]
  have hV0 : modelV e₃ (e₃ 0) = (2 : ℂ) • e₃ 0 + e₃ 2 := by
    rw [hVapp, hd 0, ho 2 0 (by decide), ho 1 0 (by decide)]
    module
  have hV1 : modelV e₃ (e₃ 1) = e₃ 1 + e₃ 2 := by
    rw [hVapp, hd 1, ho 0 1 (by decide), ho 2 1 (by decide)]
    module
  have hV2 : modelV e₃ (e₃ 2) = e₃ 0 + e₃ 1 := by
    rw [hVapp, hd 2, ho 0 2 (by decide), ho 1 2 (by decide)]
    module
  refine ⟨hR.1, ?_, hR.2, ?_, ?_, hH1, ?_, ⟨k0, ?_, ?_⟩, ?_⟩
  · intro u w
    simp only [hVapp, inner_add_left, inner_add_right, inner_smul_left, inner_smul_right,
      map_add, map_mul, map_ofNat, inner_conj_symm]
    ring
  · intro h0
    have h1 := hd 0
    rw [h0, inner_zero_left] at h1
    exact zero_ne_one h1
  · rw [hP0, hV0, map_add, map_smul, hP0, hP2, add_zero]
  · rw [hP1, hV1, map_add, hP1, hP2, add_zero, one_smul]
  · simp only [map_sub, map_neg, hH1, hH2, hV0, Complex.ofReal_zero]
    module
  · simp only [map_sub, map_neg, hH2, hV1, hV2, Complex.ofReal_zero]
    module
  · rw [inner_sub_right, inner_neg_right, hd 1, ho 1 2 (by decide), sub_zero]

end

end DegeneratePerturbation
```

```lean
#print axioms DegeneratePerturbation.solution_of_secular
#print axioms DegeneratePerturbation.first_order_overlap_sum_over_states
```

```
'DegeneratePerturbation.solution_of_secular' depends on axioms: [propext, Classical.choice, Quot.sound]
'DegeneratePerturbation.first_order_overlap_sum_over_states' depends on axioms: [propext, Classical.choice, Quot.sound]
```
